# In Winter's model with a repulsive barrier, every nonzero outgoing wave number has Im k < 0 and a mirror partner

A particle sits between a hard wall at $x=0$ and a thin repulsive barrier at $x=1$, modelled as a delta potential of strength $g>0$. It can leak out through the barrier, so I look for waves that are purely outgoing beyond it. The matching conditions should give $e^{2ik}=1-2ik/g$ for the wave number $k\neq0$. I also expect every solution to have $\operatorname{Im}k<0$ and to come with a partner $-\bar k$, and the member with $\operatorname{Re}k>0$ to decay in time. Can this be derived rigorously, starting from the matching conditions, and checked by machine?

## From matching at the barrier to the pole equation

Yes. Take $\hbar=2m=1$, so that the energy is $k^2$. The wave is $\sin kx$ inside, which vanishes at the wall, and $Ae^{ikx}$ outside, with a complex amplitude $A$. Integrating the Schrödinger equation across the delta potential makes the slope jump by $g$ times the wave's value:

$$Ae^{ik}=\sin k,\qquad ikAe^{ik}-k\cos k=g\sin k.$$

Inserting the first equation into the second eliminates $A$:

$$ik\sin k-k\cos k=g\sin k.$$

Now multiply by $2ie^{ik}$, using $2ie^{ik}\sin k=e^{2ik}-1$ and $2e^{ik}\cos k=e^{2ik}+1$:

$$(ik-g)(e^{2ik}-1)-ik(e^{2ik}+1)=0.$$

The terms in $ike^{2ik}$ cancel, which leaves $ge^{2ik}=g-2ik$. Dividing by $g$ gives the pole equation. The factor $2ie^{ik}$ never vanishes, so the steps can be reversed.

## Why the solutions lie below the real axis, in pairs

Write $k=a+ib$ with $a,b$ real. The squared moduli of the two sides of $ge^{2ik}=g-2ik$ give

$$g^2e^{-4b}=(g+2b)^2+4a^2.$$

If $b\ge0$, the left side is at most $g^2$, while the right side is $g^2+4gb+4b^2+4a^2$. Equality forces $a=b=0$, which is excluded. Hence $b<0$.

If $a$ were zero, the equation would read $ge^{-2b}=g+2b$. For $b<0$ the left side exceeds $g$ and the right side is below it, so $a\neq0$.

For the partner, conjugate the outgoing condition:

$$-i\bar k\sin\bar k-\bar k\cos\bar k=g\sin\bar k.$$

Since sine is odd and cosine even, this is the outgoing condition for $-\bar k$, multiplied by $-1$. Because $a\ne0$, the two partners are distinct.

Finally, $|e^{-ik^2t}|=e^{2abt}$. This decreases when $a>0$, since $b<0$. For the mirror partner the product $ab$ changes sign and the factor grows, so only one member of each pair describes decay. The probability current of $Ae^{ikx}$ has the sign of $a$, so the partner's outer wave carries probability inwards. It is called outgoing here only because it has the same form $Ae^{ikx}$. For both partners the outer modulus $|A|e^{-bx}$ grows with $x$, since $b<0$. These solutions are therefore not normalisable states, and the decay of the time factor does not contradict the conservation of probability.

An explicit example shows that such solutions occur. If $ge^g=3\pi/2$ and $k=3\pi/4-ig/2$, then $2ik=g+3\pi i/2$, and both sides of the pole equation equal $-ie^g$. Such a $g>0$ exists because $xe^x$ is continuous and runs from $0$ to a value of at least $3\pi/2$ on $[0,3\pi/2]$.

## What the Lean statements say

`inside k` and `outside A k` are the two wave formulas, as complex-valued functions of a real position. `IsOutgoingState g k A` states continuity and the slope jump at $x=1$. Both formulas are smooth on the whole line, so `deriv` at 1 gives the slope on the relevant side of the barrier. `OutgoingCondition g k` is the equation without $A$.

The main theorem, `winter_resonances`, assumes `0 < g` and `k ≠ 0`. It says that a matching amplitude exists exactly when the pole equation holds, and that in this case `k.im < 0`, `k.re ≠ 0`, and `-conj k` also has an outgoing state. The value $k=0$ is excluded because the inner wave is then identically zero. `resonance_decays` adds the strict decrease in time for `0 < k.re`, and `resonance_witness` supplies the explicit solution for one value of $g$.

The unit of length is the distance from wall to barrier, and $g$ is dimensionless: for a potential $\lambda\,\delta(x-L)$ it stands for $2m\lambda L/\hbar^2$. The wave forms and the jump rule are put in as definitions, not derived from a Hamiltonian. The theorems do not count the solutions for a given $g$, nor do they treat the decay of a normalised initial state.

For this one-particle, one-dimensional model, the explicit solution gives a reference value for a numerical resonance search at one barrier strength, and the pole equation tests the wave numbers found at any $g>0$.

```lean
import Mathlib

open Complex (I)
open ComplexConjugate

namespace WinterModel

noncomputable section

/-- The wave between the hard wall at `x = 0` and the delta barrier at `x = 1`. -/
def inside (k : ℂ) (x : ℝ) : ℂ := Complex.sin (k * x)

/-- The wave `A * exp (i k x)` used beyond the barrier. This form is called outgoing for every `k`,
though its probability current points outwards only when `0 < k.re` and `A ≠ 0`. -/
def outside (A k : ℂ) (x : ℝ) : ℂ := A * Complex.exp (I * k * x)

/-- Matching at a delta barrier of strength `g`: the wave is continuous at `x = 1`, and its
derivative jumps there by `g` times its value. -/
def IsOutgoingState (g : ℝ) (k A : ℂ) : Prop :=
  outside A k 1 = inside k 1 ∧
    deriv (outside A k) 1 - deriv (inside k) 1 = g * inside k 1

/-- The outgoing condition on the wave number, with the outer amplitude eliminated. -/
def OutgoingCondition (g : ℝ) (k : ℂ) : Prop :=
  I * k * Complex.sin k - k * Complex.cos k = g * Complex.sin k

/-- An outer amplitude that matches the inner wave exists exactly when the wave number
satisfies the outgoing condition. -/
theorem exists_state_iff (g : ℝ) (k : ℂ) :
    (∃ A, IsOutgoingState g k A) ↔ OutgoingCondition g k := by
  -- the slopes on the two sides of the barrier
  have hin : HasDerivAt (inside k) (k * Complex.cos k) 1 := by
    have h : HasDerivAt (fun z : ℂ => Complex.sin (k * z))
        (Complex.cos (k * ((1 : ℝ) : ℂ)) * (k * 1)) ((1 : ℝ) : ℂ) :=
      ((hasDerivAt_id' _).const_mul k).csin
    refine h.comp_ofReal.congr_deriv ?_
    simp only [Complex.ofReal_one, mul_one]
    ring
  have hout (A : ℂ) : HasDerivAt (outside A k) (I * k * (A * Complex.exp (I * k))) 1 := by
    have h : HasDerivAt (fun z : ℂ => A * Complex.exp (I * k * z))
        (A * (Complex.exp (I * k * ((1 : ℝ) : ℂ)) * (I * k * 1))) ((1 : ℝ) : ℂ) :=
      (((hasDerivAt_id' _).const_mul (I * k)).cexp).const_mul A
    refine h.comp_ofReal.congr_deriv ?_
    simp only [Complex.ofReal_one, mul_one]
    ring
  unfold OutgoingCondition
  constructor
  · rintro ⟨A, h1, h2⟩
    rw [hin.deriv, (hout A).deriv] at h2
    simp only [inside, outside, Complex.ofReal_one, mul_one] at h1 h2
    linear_combination h2 - I * k * h1
  · intro h
    have e : Complex.exp (-(I * k)) * Complex.exp (I * k) = 1 := by
      rw [← Complex.exp_add]
      simp
    refine ⟨Complex.sin k * Complex.exp (-(I * k)), ?_, ?_⟩
    · simp only [inside, outside, Complex.ofReal_one, mul_one]
      linear_combination Complex.sin k * e
    · rw [hin.deriv, (hout _).deriv]
      simp only [inside, Complex.ofReal_one, mul_one]
      linear_combination h + I * k * Complex.sin k * e

/-- The outgoing condition is equivalent to the exponential pole equation. -/
theorem pole_equation {g : ℝ} (hg : g ≠ 0) (k : ℂ) :
    OutgoingCondition g k ↔ Complex.exp (2 * I * k) = 1 - 2 * I * k / g := by
  have hg' : (g : ℂ) ≠ 0 := Complex.ofReal_ne_zero.mpr hg
  -- the two equations differ by a factor that never vanishes
  have key : (g : ℂ) * (Complex.exp (2 * I * k) - (1 - 2 * I * k / g)) =
      -2 * I * Complex.exp (k * I) *
        (I * k * Complex.sin k - k * Complex.cos k - g * Complex.sin k) := by
    have hs : Complex.sin k = (Complex.exp (-k * I) - Complex.exp (k * I)) * I / 2 := by
      linear_combination (1 / 2) * Complex.two_sin k
    have hc : Complex.cos k = (Complex.exp (k * I) + Complex.exp (-k * I)) / 2 := by
      linear_combination (1 / 2) * Complex.two_cos k
    have h2 : Complex.exp (2 * I * k) = Complex.exp (k * I) ^ 2 := by
      rw [← Complex.exp_nat_mul]
      congr 1
      push_cast
      ring
    have hEF : Complex.exp (k * I) * Complex.exp (-k * I) = 1 := by
      rw [← Complex.exp_add]
      simp
    have hd : (g : ℂ) * (2 * I * k / g) = 2 * I * k := by field_simp
    rw [hs, hc, h2]
    linear_combination hd + (g - 2 * I * k) * hEF - (g - I * k) * Complex.exp (k * I) *
      (Complex.exp (-k * I) - Complex.exp (k * I)) * Complex.I_sq
  constructor
  · intro h
    rw [sub_eq_zero.mpr h, mul_zero] at key
    exact sub_eq_zero.mp ((mul_eq_zero.mp key).resolve_left hg')
  · intro h
    rw [sub_eq_zero.mpr h, mul_zero] at key
    exact sub_eq_zero.mp
      ((mul_eq_zero.mp key.symm).resolve_left (by simp [Complex.exp_ne_zero]))

/-- For a repulsive barrier every nonzero solution lies strictly in the lower half-plane and
off the imaginary axis. -/
theorem pole_location {g : ℝ} (hg : 0 < g) {k : ℂ} (hk : k ≠ 0)
    (h : OutgoingCondition g k) : k.im < 0 ∧ k.re ≠ 0 := by
  have hg' : (g : ℂ) ≠ 0 := Complex.ofReal_ne_zero.mpr hg.ne'
  have hm : (g : ℂ) * Complex.exp (2 * I * k) = g - 2 * I * k := by
    rw [(pole_equation hg.ne' k).mp h]
    field_simp
  have hr : (2 * I * k).re = -2 * k.im := by simp
  have hi : (2 * I * k).im = 2 * k.re := by simp
  have him : k.im < 0 := by
    by_contra hb
    have hb := not_lt.mp hb
    -- compare the moduli of the two sides
    have h1 : ‖(g : ℂ) * Complex.exp (2 * I * k)‖ ^ 2 = ‖(g : ℂ) - 2 * I * k‖ ^ 2 := by
      rw [hm]
    rw [norm_mul, Complex.norm_exp, Complex.norm_real, Real.norm_of_nonneg hg.le,
      Complex.sq_norm, Complex.normSq_apply, Complex.sub_re, Complex.sub_im, hr, hi,
      Complex.ofReal_re, Complex.ofReal_im] at h1
    have he : Real.exp (-2 * k.im) ≤ 1 := Real.exp_le_one_iff.mpr (by linarith)
    have h2 : (g * Real.exp (-2 * k.im)) ^ 2 ≤ g ^ 2 :=
      pow_le_pow_left₀ (by positivity) (by nlinarith) 2
    have hgb : 0 ≤ g * k.im := mul_nonneg hg.le hb
    have ha : k.re ^ 2 = 0 :=
      le_antisymm (by nlinarith [sq_nonneg k.im]) (sq_nonneg _)
    have hb2 : k.im ^ 2 = 0 :=
      le_antisymm (by nlinarith [sq_nonneg k.re]) (sq_nonneg _)
    exact hk (Complex.ext (pow_eq_zero_iff two_ne_zero |>.mp ha)
      (pow_eq_zero_iff two_ne_zero |>.mp hb2))
  refine ⟨him, fun ha => ?_⟩
  -- on the imaginary axis the real parts cannot agree
  have h1 := congrArg Complex.re hm
  rw [Complex.re_ofReal_mul, Complex.exp_re, Complex.sub_re, hr, hi, ha, mul_zero,
    Real.cos_zero, mul_one, Complex.ofReal_re] at h1
  have he : 1 < Real.exp (-2 * k.im) := Real.one_lt_exp_iff.mpr (by linarith)
  nlinarith [mul_pos hg (sub_pos.mpr he)]

/-- Reflection in the imaginary axis maps solutions to solutions. -/
theorem mirror_pole {g : ℝ} {k : ℂ} (h : OutgoingCondition g k) :
    OutgoingCondition g (-conj k) := by
  unfold OutgoingCondition at h ⊢
  have h1 := congrArg (starRingEnd ℂ) h
  simp only [map_sub, map_mul, Complex.conj_I, Complex.conj_ofReal,
    ← Complex.sin_conj, ← Complex.cos_conj] at h1
  rw [Complex.sin_neg, Complex.cos_neg]
  linear_combination -h1

/-- Resonances of Winter's model: outgoing states are given by the pole equation, their wave
numbers have negative imaginary and nonzero real part, and they occur in mirror pairs. -/
theorem winter_resonances {g : ℝ} (hg : 0 < g) {k : ℂ} (hk : k ≠ 0) :
    ((∃ A, IsOutgoingState g k A) ↔ Complex.exp (2 * I * k) = 1 - 2 * I * k / g) ∧
    ((∃ A, IsOutgoingState g k A) →
      k.im < 0 ∧ k.re ≠ 0 ∧ ∃ B, IsOutgoingState g (-conj k) B) := by
  refine ⟨(exists_state_iff g k).trans (pole_equation hg.ne' k), fun h => ?_⟩
  have hc := (exists_state_iff g k).mp h
  obtain ⟨h1, h2⟩ := pole_location hg hk hc
  exact ⟨h1, h2, (exists_state_iff g _).mpr (mirror_pole hc)⟩

/-- For a solution with positive real part, the modulus of the time factor with energy `k ^ 2`
decreases strictly in time. -/
theorem resonance_decays {g : ℝ} (hg : 0 < g) {k : ℂ} (hk : 0 < k.re)
    (h : OutgoingCondition g k) :
    StrictAnti (fun t : ℝ => ‖Complex.exp (-I * k ^ 2 * t)‖) := by
  have hk0 : k ≠ 0 := by
    rintro rfl
    simp at hk
  have hp : k.re * k.im < 0 := mul_neg_of_pos_of_neg hk (pole_location hg hk0 h).1
  have hre (t : ℝ) : (-I * k ^ 2 * t).re = 2 * (k.re * k.im) * t := by
    simp [pow_two]
    ring
  intro s t hst
  simp only [Complex.norm_exp, hre]
  exact Real.exp_lt_exp.mpr (by nlinarith)

/-- An exact resonance: for some `g > 0` with `g * exp g = 3π/2`, the wave number
`3π/4 - i g/2` satisfies the outgoing condition. -/
theorem resonance_witness : ∃ g : ℝ, 0 < g ∧ g * Real.exp g = 3 * Real.pi / 2 ∧
    OutgoingCondition g (3 * Real.pi / 4 - g / 2 * I) := by
  have hp : 0 < 3 * Real.pi / 2 := by positivity
  have hc : ContinuousOn (fun x : ℝ => x * Real.exp x) (Set.Icc 0 (3 * Real.pi / 2)) := by
    fun_prop
  have hmem : 3 * Real.pi / 2 ∈ Set.Icc (0 * Real.exp 0)
      (3 * Real.pi / 2 * Real.exp (3 * Real.pi / 2)) :=
    ⟨by rw [zero_mul]; exact hp.le,
      le_mul_of_one_le_right hp.le (Real.one_le_exp hp.le)⟩
  obtain ⟨g, hg, hge⟩ := intermediate_value_Icc hp.le hc hmem
  have hge' : g * Real.exp g = 3 * Real.pi / 2 := hge
  have hpos : 0 < g := by
    refine lt_of_le_of_ne hg.1 fun h0 => ?_
    rw [← h0, zero_mul] at hge'
    linarith
  refine ⟨g, hpos, hge', (pole_equation hpos.ne' _).mpr ?_⟩
  have hg0 : (g : ℂ) ≠ 0 := Complex.ofReal_ne_zero.mpr hpos.ne'
  have hgc : (g : ℂ) * Complex.exp g = 3 * Real.pi / 2 := by exact_mod_cast hge'
  -- the phase of the exponential is three quarters of a turn
  have harg : 2 * I * (3 * Real.pi / 4 - g / 2 * I) =
      (g : ℂ) + (Real.pi / 2 * I + Real.pi * I) := by
    linear_combination (-(g : ℂ)) * Complex.I_sq
  have hq : Complex.exp (Real.pi / 2 * I) = I := by
    rw [Complex.exp_mul_I, Complex.cos_pi_div_two, Complex.sin_pi_div_two]
    ring
  have hd : (g : ℂ) * (((g : ℂ) + (Real.pi / 2 * I + Real.pi * I)) / g) =
      (g : ℂ) + (Real.pi / 2 * I + Real.pi * I) := by field_simp
  rw [harg, Complex.exp_add, Complex.exp_add, hq, Complex.exp_pi_mul_I]
  apply mul_left_cancel₀ hg0
  linear_combination (-I) * hgc + hd

end

end WinterModel
```

```lean
#print axioms WinterModel.winter_resonances
-- 'WinterModel.winter_resonances' depends on axioms: [propext, Classical.choice, Quot.sound]
#print axioms WinterModel.resonance_decays
-- 'WinterModel.resonance_decays' depends on axioms: [propext, Classical.choice, Quot.sound]
```

## How the proofs follow the calculation

- **`exists_state_iff`** first computes the two slopes, `hin` and `hout`. In the forward direction, `linear_combination h2 - I * k * h1` subtracts $ik$ times continuity from the jump condition. The converse supplies $A=\sin k\,e^{-ik}$.
- **`pole_equation`** rests on the identity `key`: the difference of the two sides of the pole equation, times $g$, equals $-2ie^{ik}$ times the difference of the two sides of the outgoing condition. Both prefactors are nonzero, so one difference vanishes exactly when the other does. This needs only $g\ne0$.
- **`pole_location`** assumes $\operatorname{Im}k\ge0$, compares squared norms, and lets `nlinarith` force both parts of $k$ to zero. It then takes real parts to exclude the imaginary axis.
- **`mirror_pole`** applies conjugation to both sides and uses the parity of sine and cosine.
- **`winter_resonances`** combines these four results.
- **`resonance_decays`** computes the real part of the exponent as $2abt$ and uses the monotonicity of the exponential.
- **`resonance_witness`** obtains $g$ from `intermediate_value_Icc`, then evaluates the exponential by splitting the phase $3\pi/2$ into $\pi/2+\pi$.

## The same condition from scattering

For the same wall and barrier, one can also allow an incoming part outside, $Ae^{ikx}+Be^{-ikx}$. Matching then gives

$$2ikBe^{-ik}=ik\sin k-k\cos k-g\sin k,$$

so for $k\neq0$ the outgoing condition is $B=0$. Resonances would then be defined as poles of the scattering ratio $A/B$. The equation for $k$ would stay the same, but the formal statement would concern a meromorphic function and could also address the order of each pole.
